# Two positive pressures at distinct compressions fix B0 and h of the Vinet equation when V0 is known

Suppose a crystal has been relaxed at zero pressure, which gives its equilibrium volume V0, and the pressure has then been computed at two smaller volumes. To estimate the pressure at a third volume, or to find starting values for a least-squares fit to more data, one can solve for the two remaining parameters of the Vinet equation of state. This step relies on the two equations having a solution with a positive bulk modulus, and only one.

They do. Write x = (V/V0)^(1/3) for the linear compression, so that 0 < x < 1 for a compressed sample. The Vinet pressure is

P(x) = 3 B0 (1 − x) exp(h(1 − x)) / x²

where B0 is the bulk modulus at zero pressure and h is a dimensionless exponent, related to the pressure derivative B0′ of the bulk modulus at zero pressure by h = (3/2)(B0′ − 1). For distinct x1, x2 in (0, 1) and pressures p1, p2 > 0, exactly one pair (B0, h) with B0 > 0 and h real gives P(x1) = p1 and P(x2) = p2.

## From the pressure curve to a straight line

Let (x, p) be a data point with 0 < x < 1 and p > 0. Setting P(x) = p and multiplying by x²/(3(1 − x)), which is positive, gives

p x² / (3(1 − x)) = B0 exp(h(1 − x)).

Both sides are positive when B0 > 0, so taking the natural logarithm is a reversible step. With the abbreviation

L(x, p) = log( p x² / (3(1 − x)) )

the condition P(x) = p is equivalent to

log B0 + h(1 − x) = L(x, p).

If L is plotted against 1 − x, a Vinet curve becomes a straight line with slope h and intercept log B0 at x = 1.

The smallest case is a single data point. There h remains free, and each real h comes with exactly one modulus:

B0 = exp( L(x, p) − h(1 − x) ).

For two points, write L1 = L(x1, p1) and L2 = L(x2, p2). The equations are

log B0 + h(1 − x1) = L1

log B0 + h(1 − x2) = L2.

Subtracting the second from the first removes B0 and leaves h(x2 − x1) = L1 − L2. Since x1 ≠ x2,

h = (L1 − L2) / (x2 − x1)

B0 = exp( L1 − h(1 − x1) ).

Any solution must therefore have these values. Conversely, they solve both equations. The first holds by the choice of B0, and for the second

log B0 + h(1 − x2) = L1 − h(1 − x1) + h(1 − x2) = L1 − h(x2 − x1) = L2.

B0 is positive because it is an exponential.

## A third point and errors in the pressures

A third point (x3, p3), with L3 = L(x3, p3), lies on the same curve exactly when its ordinate lies on the same line. Without division, this reads

(x2 − x1) L3 = (x2 − x3) L1 + (x3 − x1) L2.

To see that the condition is necessary, insert Li = log B0 + h(1 − xi) on the right. The coefficients of log B0 add up to x2 − x1, and those of h to

(x2 − x3)(1 − x1) + (x3 − x1)(1 − x2) = (x2 − x1)(1 − x3).

The right side is thus (x2 − x1)(log B0 + h(1 − x3)), which is the left side. To see that it is sufficient, fit the first two points. The same computation turns the condition into (x2 − x1) L3 = (x2 − x1)(log B0 + h(1 − x3)), and the nonzero factor x2 − x1 cancels.

Finally, let the pressures be multiplied by positive factors c1 and c2. Since L(x, c p) = log c + L(x, p), the fitted exponent shifts by an amount Δh with

Δh (x2 − x1) = log c1 − log c2.

A common factor leaves h unchanged, which covers a change of pressure unit. Unequal factors matter more as the points move together. If p1 is one per cent too high, p2 is exact and x2 − x1 = 0.02, then Δh is about 0.5, and B0′ = 1 + 2h/3 shifts by about 0.33. In the limit x1 = x2 the two equations have the same left side: they contradict each other if p1 ≠ p2, and reduce to the one-point case with h free if p1 = p2.

## The Vinet formula and its linearised ordinate in Lean

All quantities are real numbers, with pressures and B0 expressed in one common unit.

```lean
import Mathlib

open Real

namespace VinetTwoPointFit

noncomputable section
```

The pressure is a function of the two parameters and the compression. V0 doesn't appear: it enters only through x and is taken as known. If V0 were also to be fitted, there would be three unknowns, and the theorems below would not apply.

```lean
/-- The Vinet pressure at linear compression `x = (V/V0)^(1/3)`, with bulk modulus `B0`
and dimensionless exponent `h`. -/
def vinetPressure (B0 h x : ℝ) : ℝ :=
  3 * B0 * (1 - x) * exp (h * (1 - x)) / x ^ 2
```

The next definition is L(x, p).

```lean
/-- The ordinate of the linearised Vinet plot for a measured pressure `p` at compression `x`. -/
def vinetLog (x p : ℝ) : ℝ :=
  log (p * x ^ 2 / (3 * (1 - x)))
```

The fitted parameters are the closed expressions found above. `fitSlope` is h, the slope against 1 − x, which is why its denominator is `x2 - x1`.

```lean
/-- The exponent `h` read off from two data points as a slope in the linearised plot. -/
def fitSlope (x1 x2 p1 p2 : ℝ) : ℝ :=
  (vinetLog x1 p1 - vinetLog x2 p2) / (x2 - x1)
```

`fitModulus` is B0, obtained by following the line from the first point to x = 1 and exponentiating.

```lean
/-- The bulk modulus `B0` read off from two data points by extrapolating the linearised plot
to `x = 1`. -/
def fitModulus (x1 x2 p1 p2 : ℝ) : ℝ :=
  exp (vinetLog x1 p1 - fitSlope x1 x2 p1 p2 * (1 - x1))
```

## One data point as a linear equation

The hypothesis `x ∈ Set.Ioo (0 : ℝ) 1` says that x lies strictly between 0 and 1, so the sample is compressed and not stretched. The lemma states the equivalence between P(x) = p and the linear equation.

In the proof, `e` removes the factor 3(1 − x)/x² from the pressure and `key` takes the logarithm of what remains. The forward direction is then a substitution. For the converse, `Real.log_injOn_pos` supplies the injectivity of the logarithm on positive numbers, and the common factors 3(1 − x) and x² are cancelled.

```lean
/-- For `0 < x < 1` and `p > 0`, a Vinet curve with positive bulk modulus passes through the data
point `(x, p)` exactly when the linearised ordinate equals `log B0 + h (1 - x)`. -/
theorem vinetPressure_eq_iff {B0 h x p : ℝ} (hB : 0 < B0) (hx : x ∈ Set.Ioo (0 : ℝ) 1)
    (hp : 0 < p) :
    vinetPressure B0 h x = p ↔ log B0 + h * (1 - x) = vinetLog x p := by
  have hx0 : 0 < x := hx.1
  have hy : 0 < 1 - x := sub_pos.2 hx.2
  have hyn : 1 - x ≠ 0 := hy.ne'
  have hP : 0 < vinetPressure B0 h x := by
    unfold vinetPressure
    positivity
  -- removing the factor 3 (1 - x) / x ^ 2 leaves B0 times an exponential
  have e : vinetPressure B0 h x * x ^ 2 / (3 * (1 - x)) = B0 * exp (h * (1 - x)) := by
    unfold vinetPressure
    field_simp
  have key : vinetLog x (vinetPressure B0 h x) = log B0 + h * (1 - x) := by
    rw [vinetLog, e, Real.log_mul hB.ne' (Real.exp_ne_zero _), Real.log_exp]
  constructor
  · intro hq
    rw [← key, hq]
  · intro hl
    have hl' := key.trans hl
    unfold vinetLog at hl'
    have a1 : 0 < vinetPressure B0 h x * x ^ 2 / (3 * (1 - x)) := by positivity
    have a2 : 0 < p * x ^ 2 / (3 * (1 - x)) := by positivity
    -- the logarithm is injective on positive numbers
    have hi := Real.log_injOn_pos (Set.mem_Ioi.2 a1) (Set.mem_Ioi.2 a2) hl'
    have hd : 3 * (1 - x) ≠ 0 := by positivity
    have hx2 : x ^ 2 ≠ 0 := by positivity
    rw [div_left_inj' hd] at hi
    exact mul_right_cancel₀ hx2 hi
```

The one-point theorem reads: for every real h there is exactly one B0 that is positive and puts the curve through (x, p). The first bullet checks the explicit modulus, and the second solves the linear equation for an arbitrary competitor `B`.

```lean
/-- With a single data point `(x, p)`, where `0 < x < 1` and `p > 0`, every real exponent `h` admits
exactly one positive bulk modulus whose Vinet curve passes through that point. -/
theorem one_point_fit {x p : ℝ} (hx : x ∈ Set.Ioo (0 : ℝ) 1) (hp : 0 < p) (h : ℝ) :
    ∃! B0 : ℝ, 0 < B0 ∧ vinetPressure B0 h x = p := by
  refine ⟨exp (vinetLog x p - h * (1 - x)), ⟨Real.exp_pos _, ?_⟩, ?_⟩
  · rw [vinetPressure_eq_iff (Real.exp_pos _) hx hp, Real.log_exp]
    ring
  · rintro B ⟨hB, hq⟩
    rw [vinetPressure_eq_iff hB hx hp] at hq
    rw [← hq, add_sub_cancel_right, Real.exp_log hB]
```

## Two data points and the unique pair

The following equivalence carries the main argument. Its left side says that B0 is positive and that the curve meets both points; its right side says that B0 and h equal the fitted values.

From left to right, both data conditions are made linear, and `linear_combination h1 - h2` is the subtraction that eliminates log B0. Back-substitution then gives the modulus. From right to left, `hm` records h(x2 − x1) = L1 − L2 and `hl` records log B0 = L1 − h(1 − x1); these two facts verify both linear equations.

```lean
/-- For positive pressures and compressions in `(0, 1)`, a Vinet curve with positive bulk modulus
passes through two data points at distinct compressions exactly when its parameters are the explicit
fitted values. -/
theorem two_point_fit_iff {x1 x2 p1 p2 : ℝ} (hx1 : x1 ∈ Set.Ioo (0 : ℝ) 1)
    (hx2 : x2 ∈ Set.Ioo (0 : ℝ) 1) (hne : x1 ≠ x2) (hp1 : 0 < p1) (hp2 : 0 < p2) (B0 h : ℝ) :
    (0 < B0 ∧ vinetPressure B0 h x1 = p1 ∧ vinetPressure B0 h x2 = p2) ↔
      B0 = fitModulus x1 x2 p1 p2 ∧ h = fitSlope x1 x2 p1 p2 := by
  have hd : x2 - x1 ≠ 0 := sub_ne_zero.2 hne.symm
  constructor
  · rintro ⟨hB, h1, h2⟩
    rw [vinetPressure_eq_iff hB hx1 hp1] at h1
    rw [vinetPressure_eq_iff hB hx2 hp2] at h2
    -- subtracting the two linear equations eliminates the bulk modulus
    have hs : h = fitSlope x1 x2 p1 p2 := by
      rw [fitSlope, eq_div_iff hd]
      linear_combination h1 - h2
    refine ⟨?_, hs⟩
    rw [fitModulus, ← hs, ← h1, add_sub_cancel_right, Real.exp_log hB]
  · rintro ⟨rfl, rfl⟩
    have hB : 0 < fitModulus x1 x2 p1 p2 := Real.exp_pos _
    have hm : fitSlope x1 x2 p1 p2 * (x2 - x1) = vinetLog x1 p1 - vinetLog x2 p2 :=
      div_mul_cancel₀ _ hd
    have hl : log (fitModulus x1 x2 p1 p2) =
        vinetLog x1 p1 - fitSlope x1 x2 p1 p2 * (1 - x1) := Real.log_exp _
    refine ⟨hB, (vinetPressure_eq_iff hB hx1 hp1).2 ?_, (vinetPressure_eq_iff hB hx2 hp2).2 ?_⟩
    · rw [hl]
      ring
    · rw [hl]
      linear_combination -hm
```

Existence and uniqueness are now stated for a pair `q : ℝ × ℝ`, with `q.1` the bulk modulus and `q.2` the exponent. The symbol `∃!` means that exactly one such pair exists. The equivalence, read from right to left, shows that the fitted pair works; read from left to right, it shows that any other solution agrees with it in both components.

```lean
/-- Two positive pressures at distinct compressions in `(0, 1)` determine exactly one pair
`(B0, h)` with `B0 > 0` whose Vinet curve passes through both data points. -/
theorem two_point_fit {x1 x2 p1 p2 : ℝ} (hx1 : x1 ∈ Set.Ioo (0 : ℝ) 1)
    (hx2 : x2 ∈ Set.Ioo (0 : ℝ) 1) (hne : x1 ≠ x2) (hp1 : 0 < p1) (hp2 : 0 < p2) :
    ∃! q : ℝ × ℝ, 0 < q.1 ∧ vinetPressure q.1 q.2 x1 = p1 ∧ vinetPressure q.1 q.2 x2 = p2 := by
  refine ⟨(fitModulus x1 x2 p1 p2, fitSlope x1 x2 p1 p2),
    (two_point_fit_iff hx1 hx2 hne hp1 hp2 _ _).2 ⟨rfl, rfl⟩, fun q hq => ?_⟩
  obtain ⟨a, b⟩ := (two_point_fit_iff hx1 hx2 hne hp1 hp2 _ _).1 hq
  exact Prod.ext a b
```

The statement could also have let B0 range over all real numbers. The solution would be the same, since at 0 < x < 1 the pressure has the sign of B0, and a positive pressure forces B0 > 0. Positivity would then be a conclusion instead of a requirement, at the price of a short sign argument before any logarithm is taken.

The theorem puts no bound on h. Data that are far from Vinet behaviour still receive a pair, possibly with an exponent that is unreasonable for the material, so a successful two-point fit is no evidence that the equation of state suits the solid.

## Collinearity as a test with three points

A third point can provide such evidence. The theorem says that some Vinet curve with positive modulus passes through all three points if and only if the division-free collinearity condition holds. Only x1 and x2 need to differ. If x3 coincides with x1, the condition reduces to L3 = L1, that is, p3 = p1.

The forward direction combines the three linear equations with the coefficients used in the derivation. The converse takes the pair from `two_point_fit`, and `mul_left_cancel₀` cancels x2 − x1. The condition is an exact equality. Computed pressures will generally miss it, both through numerical noise and because the Vinet form only approximates a real solid, and the theorem doesn't say how large a residual is acceptable.

```lean
/-- Three data points with positive pressures and compressions in `(0, 1)`, the first two at
distinct compressions, lie on a common Vinet curve with positive bulk modulus exactly when they are
collinear in the linearised plot. -/
theorem three_point_consistency {x1 x2 x3 p1 p2 p3 : ℝ} (hx1 : x1 ∈ Set.Ioo (0 : ℝ) 1)
    (hx2 : x2 ∈ Set.Ioo (0 : ℝ) 1) (hx3 : x3 ∈ Set.Ioo (0 : ℝ) 1) (hne : x1 ≠ x2)
    (hp1 : 0 < p1) (hp2 : 0 < p2) (hp3 : 0 < p3) :
    (∃ B0 h : ℝ, 0 < B0 ∧ vinetPressure B0 h x1 = p1 ∧ vinetPressure B0 h x2 = p2 ∧
      vinetPressure B0 h x3 = p3) ↔
    (x2 - x1) * vinetLog x3 p3 = (x2 - x3) * vinetLog x1 p1 + (x3 - x1) * vinetLog x2 p2 := by
  constructor
  · rintro ⟨B0, h, hB, h1, h2, h3⟩
    rw [vinetPressure_eq_iff hB hx1 hp1] at h1
    rw [vinetPressure_eq_iff hB hx2 hp2] at h2
    rw [vinetPressure_eq_iff hB hx3 hp3] at h3
    linear_combination (x2 - x3) * h1 + (x3 - x1) * h2 - (x2 - x1) * h3
  · intro hc
    -- fit the first two points, then check the third
    obtain ⟨⟨B0, h⟩, ⟨hB, h1, h2⟩, -⟩ := two_point_fit hx1 hx2 hne hp1 hp2
    dsimp only at hB h1 h2
    refine ⟨B0, h, hB, h1, h2, (vinetPressure_eq_iff hB hx3 hp3).2 ?_⟩
    rw [vinetPressure_eq_iff hB hx1 hp1] at h1
    rw [vinetPressure_eq_iff hB hx2 hp2] at h2
    apply mul_left_cancel₀ (sub_ne_zero.2 hne.symm)
    linear_combination (x2 - x3) * h1 + (x3 - x1) * h2 - hc
```

## How pressure errors shift the exponent

A factor c in the pressure becomes an additive term log c in the ordinate. The proof moves c to the front of the argument and splits the logarithm of the product, which is allowed because both factors are nonzero.

```lean
/-- At a compression in `(0, 1)`, multiplying a positive pressure by a positive factor `c` adds `log
c` to its linearised ordinate. -/
theorem vinetLog_mul {x p c : ℝ} (hx : x ∈ Set.Ioo (0 : ℝ) 1) (hp : 0 < p) (hc : 0 < c) :
    vinetLog x (c * p) = log c + vinetLog x p := by
  have hx0 : 0 < x := hx.1
  have hy : 0 < 1 - x := sub_pos.2 hx.2
  have ha : 0 < p * x ^ 2 / (3 * (1 - x)) := by positivity
  have e : c * p * x ^ 2 / (3 * (1 - x)) = c * (p * x ^ 2 / (3 * (1 - x))) := by ring
  unfold vinetLog
  rw [e, Real.log_mul hc.ne' ha.ne']
```

The last theorem applies this to both points. The difference of the two `fitSlope` values is Δh, and multiplying by `x2 - x1` clears the denominators, after which the original ordinates cancel. The relation is exact for factors of any size, not only to first order in small errors. It concerns errors in the pressures alone: an error in V0 would change x1 and x2, which are held fixed here.

```lean
/-- If two positive pressures at distinct compressions in `(0, 1)` are multiplied by positive
factors `c1` and `c2`, the resulting shift of the fitted exponent times the separation `x2 - x1`
equals `log c1 - log c2`. -/
theorem fitSlope_error {x1 x2 p1 p2 c1 c2 : ℝ} (hx1 : x1 ∈ Set.Ioo (0 : ℝ) 1)
    (hx2 : x2 ∈ Set.Ioo (0 : ℝ) 1) (hne : x1 ≠ x2) (hp1 : 0 < p1) (hp2 : 0 < p2)
    (hc1 : 0 < c1) (hc2 : 0 < c2) :
    (fitSlope x1 x2 (c1 * p1) (c2 * p2) - fitSlope x1 x2 p1 p2) * (x2 - x1) =
      log c1 - log c2 := by
  have hd : x2 - x1 ≠ 0 := sub_ne_zero.2 hne.symm
  unfold fitSlope
  rw [vinetLog_mul hx1 hp1 hc1, vinetLog_mul hx2 hp2 hc2, sub_mul,
    div_mul_cancel₀ _ hd, div_mul_cancel₀ _ hd]
  ring

end

end VinetTwoPointFit
```

```lean
#print axioms VinetTwoPointFit.one_point_fit
#print axioms VinetTwoPointFit.two_point_fit_iff
#print axioms VinetTwoPointFit.three_point_consistency
#print axioms VinetTwoPointFit.fitSlope_error
```

```
'VinetTwoPointFit.one_point_fit' depends on axioms: [propext, Classical.choice, Quot.sound]
'VinetTwoPointFit.two_point_fit_iff' depends on axioms: [propext, Classical.choice, Quot.sound]
'VinetTwoPointFit.three_point_consistency' depends on axioms: [propext, Classical.choice, Quot.sound]
'VinetTwoPointFit.fitSlope_error' depends on axioms: [propext, Classical.choice, Quot.sound]
```
